# A hydrogenic shell holds n² orbitals and 2n² spin orbitals

A program that stores one coefficient for each pair $(l,m)$ of angular-momentum quantum numbers can allocate its array before the loop over the pairs begins. If $l$ runs over the integers $0\le l<n$ and $m$ over $-l,\dots,l$, the required length is $n^2$:

```python
c = [0.0] * n**2
for l in range(n):
    for m in range(-l, l + 1):
        c[l*l + l + m] = coefficient(l, m)
```

The index uses the same count. The subshells below $l$ occupy $l^2$ places, so subshell $l$ fills positions $l^2$ to $l^2+2l$, and for $n\ge1$ the last entry of the array is at $n^2-1$.

## Array lengths and level degeneracies

For every natural number $n$,

$$\#\{(l,m) : |m|\le l<n\}=\sum_{l=0}^{n-1}(2l+1)=n^2 .$$

With two spin directions the number is $2n^2$. An expansion in spherical harmonics up to and including $l_{\max}$ is the case $n=l_{\max}+1$.

When $n$ is the principal quantum number, the pairs label the orbitals of a hydrogenic shell. For one non-relativistic electron bound in the attractive Coulomb field of a point nucleus, $2n^2$ is also the degeneracy of the energy level. The multiplicities in a computed spectrum of such a one-electron atom or ion can be checked against this number (against $n^2$ if spin is left out), within the numerical error: an incomplete basis generally splits levels of the same $n$ and different $l$. An atom-centred basis must also contain functions for every $l<n$; otherwise part of the level is missing.

A related count applies when a field along the $z$ axis leaves only axial symmetry. A spin-independent perturbation with this symmetry, restricted to the $n^2$ orbitals of one shell, with spin left out, then splits into blocks of fixed $m$, and the block for $m$ has dimension $n-|m|$.

## Counting the pairs and fixing the energy

At fixed $l<n$, the allowed $m$ are the integers from $-l$ to $l$, which number $l-(-l)+1=2l+1$. Each pair has exactly one $l$, so the shell has $\sum_{l=0}^{n-1}(2l+1)$ pairs.

This sum is $n^2$ by induction. For $n=0$ it is empty and equals $0$. If the first $k$ terms add up to $k^2$, the next term is $2k+1$, and $k^2+2k+1=(k+1)^2$. Two spin directions per orbital double the result.

At fixed $m$ with $|m|\le n$, the allowed $l$ run from $|m|$ to $n-1$, which gives $n-|m|$ values, and none when $|m|=n$.

For the energy level, let $Z$ be the nuclear charge and $E$ the energy in atomic units. The Bohr formula $E=-Z^2/(2n^2)$, multiplied out, reads

$$2n^2E=-Z^2 .$$

Suppose $Z\ne0$ and that $k$ and $n$ both satisfy this relation with the same $E$. Then $E\ne0$, because $E=0$ would give $Z^2=0$. From $2k^2E=2n^2E$ it follows that $k^2=n^2$, and $k=n$ since neither number is negative. The spin-orbital labels with energy $E$ therefore all lie in one shell, and there are $2n^2$ of them.

## The Lean file

```lean
import Mathlib

open Finset

namespace HydrogenShellDegeneracy

/-- The orbitals of the shell with principal quantum number `n`, labelled by pairs `(l, m)`. -/
noncomputable def shell (n : ℕ) : Finset (ℕ × ℤ) :=
  (range n ×ˢ Icc (-(n : ℤ)) n).filter (fun p => |p.2| ≤ (p.1 : ℤ))

/-- The spin orbitals of the shell `n`: an orbital `(l, m)` together with one of two spin
directions. -/
noncomputable def spinShell (n : ℕ) : Finset ((ℕ × ℤ) × Bool) :=
  shell n ×ˢ (univ : Finset Bool)

/-- The Bohr formula `E = -Z² / (2 n²)` in atomic units, written without division. -/
def BohrRelation (Z : ℝ) (n : ℕ) (E : ℝ) : Prop :=
  2 * (n : ℝ) ^ 2 * E = -Z ^ 2

/-- All labels `(n, (l, m), spin)` with `((l, m), spin)` in the spin shell `n` and `n` satisfying
the Bohr relation for charge `Z` and energy `E`. -/
def energyLevel (Z E : ℝ) : Set (ℕ × ((ℕ × ℤ) × Bool)) :=
  {s | s.2 ∈ spinShell s.1 ∧ BohrRelation Z s.1 E}

/-- A pair `(l, m)` belongs to the shell `n` exactly when `|m| ≤ l` and `l < n`. -/
theorem mem_shell (n : ℕ) (p : ℕ × ℤ) :
    p ∈ shell n ↔ |p.2| ≤ (p.1 : ℤ) ∧ p.1 < n := by
  simp only [shell, mem_filter, mem_product, mem_range, mem_Icc, abs_le]
  omega

/-- Each subshell `l < n` of the shell `n` holds `2l + 1` orbitals. -/
theorem card_subshell {n l : ℕ} (h : l < n) :
    ((shell n).filter (fun p => p.1 = l)).card = 2 * l + 1 := by
  -- the subshell is the range of magnetic quantum numbers from -l to l
  have key : (shell n).filter (fun p => p.1 = l)
      = (Icc (-(l : ℤ)) l).image (fun m => (l, m)) := by
    ext ⟨a, m⟩
    simp only [mem_filter, mem_shell, mem_image, mem_Icc, Prod.mk.injEq, abs_le]
    constructor
    · rintro ⟨⟨h1, _⟩, rfl⟩
      exact ⟨m, h1, rfl, rfl⟩
    · rintro ⟨m', h1, rfl, rfl⟩
      exact ⟨⟨h1, h⟩, rfl⟩
  rw [key, card_image_of_injective _ (fun a b hab => congrArg Prod.snd hab), Int.card_Icc]
  omega

/-- The orbitals of the shell `n` with a fixed magnetic quantum number `m`, where `|m| ≤ n`,
number `n - |m|`. -/
theorem card_fixed_m {n : ℕ} {m : ℤ} (h : m.natAbs ≤ n) :
    ((shell n).filter (fun p => p.2 = m)).card + m.natAbs = n := by
  -- at fixed m, the angular momentum l runs from |m| to n - 1
  have key : (shell n).filter (fun p => p.2 = m)
      = (Ico m.natAbs n).image (fun l => (l, m)) := by
    ext ⟨l, k⟩
    simp only [mem_filter, mem_shell, mem_image, mem_Ico, Prod.mk.injEq, abs_le]
    constructor
    · rintro ⟨⟨h1, h2⟩, h3⟩
      exact ⟨l, ⟨by omega, h2⟩, rfl, h3.symm⟩
    · rintro ⟨l', ⟨h1, h2⟩, h3, h4⟩
      refine ⟨⟨?_, ?_⟩, h4.symm⟩ <;> omega
  rw [key, card_image_of_injective _ (fun a b hab => congrArg Prod.fst hab), Nat.card_Ico]
  omega

/-- The number of orbitals in the shell `n` is the sum of the subshell sizes `2l + 1`
over `l < n`. -/
theorem card_shell_eq_sum (n : ℕ) :
    (shell n).card = ∑ l ∈ range n, (2 * l + 1) := by
  have hmaps : ∀ p ∈ shell n, p.1 ∈ range n := fun p hp =>
    mem_range.mpr ((mem_shell n p).mp hp).2
  rw [card_eq_sum_card_fiberwise hmaps]
  exact sum_congr rfl (fun l hl => card_subshell (mem_range.mp hl))

/-- The shell `n` holds `n²` orbitals. -/
theorem card_shell (n : ℕ) : (shell n).card = n ^ 2 := by
  rw [card_shell_eq_sum]
  -- the first n odd numbers add up to n²
  induction n with
  | zero => simp
  | succ k ih =>
    rw [sum_range_succ, ih]
    ring

/-- With spin, the shell `n` holds `2n²` states. -/
theorem card_spinShell (n : ℕ) : (spinShell n).card = 2 * n ^ 2 := by
  rw [spinShell, card_product, card_shell, card_univ, Fintype.card_bool, mul_comm]

/-- For nonzero nuclear charge, two principal quantum numbers with the same Bohr energy
are equal. -/
theorem principal_number_unique {Z E : ℝ} {k n : ℕ} (hZ : Z ≠ 0)
    (hk : BohrRelation Z k E) (hn : BohrRelation Z n E) : k = n := by
  unfold BohrRelation at hk hn
  -- a nonzero charge makes the energy nonzero
  have hE : E ≠ 0 := by
    rintro rfl
    have hpos : 0 < Z ^ 2 := by positivity
    linarith
  have hsq : (k : ℝ) ^ 2 = (n : ℝ) ^ 2 := mul_right_cancel₀ hE (by linarith)
  have hkn : (k : ℝ) = n :=
    (sq_eq_sq₀ (Nat.cast_nonneg k) (Nat.cast_nonneg n)).mp hsq
  exact_mod_cast hkn

/-- For nonzero `Z`, if `n` satisfies the Bohr relation at energy `E`, then `energyLevel Z E`
contains exactly `2n²` labels, spin included. -/
theorem energyLevel_degeneracy {Z E : ℝ} {n : ℕ} (hZ : Z ≠ 0)
    (hn : BohrRelation Z n E) : (energyLevel Z E).ncard = 2 * n ^ 2 := by
  -- the energy fixes the principal number, so the level is a single shell
  have key : energyLevel Z E
      = (({n} ×ˢ spinShell n : Finset (ℕ × ((ℕ × ℤ) × Bool))) : Set _) := by
    ext ⟨k, s⟩
    simp only [energyLevel, Set.mem_ofPred_eq, mem_coe, mem_product, mem_singleton]
    constructor
    · rintro ⟨hs, hk⟩
      have hkn := principal_number_unique hZ hk hn
      subst hkn
      exact ⟨rfl, hs⟩
    · rintro ⟨hkn, hs⟩
      subst hkn
      exact ⟨hs, hn⟩
  rw [key, Set.ncard_coe_finset, card_product, card_singleton, one_mul, card_spinShell]

end HydrogenShellDegeneracy
```

```lean
#print axioms HydrogenShellDegeneracy.card_fixed_m
#print axioms HydrogenShellDegeneracy.card_spinShell
#print axioms HydrogenShellDegeneracy.energyLevel_degeneracy
```

```
'HydrogenShellDegeneracy.card_fixed_m' depends on axioms: [propext, Classical.choice, Quot.sound]
'HydrogenShellDegeneracy.card_spinShell' depends on axioms: [propext, Classical.choice, Quot.sound]
'HydrogenShellDegeneracy.energyLevel_degeneracy' depends on axioms: [propext, Classical.choice, Quot.sound]
```

## How the Lean statements describe the shell

`shell n` is a finite set of pairs in `ℕ × ℤ`, with $l$ natural and $m$ an integer. Its definition first confines the pairs to a finite box and then keeps those with $|m|\le l$. `mem_shell` confirms that membership means exactly $|m|\le l$ and $l<n$. `spinShell n` attaches a `Bool` to each orbital, one value for each spin direction.

`BohrRelation Z n E` is the multiplied-out Bohr formula, with $Z$ and $E$ real. It stands for the bound-state spectrum of one non-relativistic electron in the field of a fixed point nucleus. `energyLevel Z E` collects every label $(n,(l,m),\text{spin})$ whose $n$ satisfies the relation at energy $E$; the principal number is not chosen beforehand. `energyLevel_degeneracy` says that if $Z\ne0$ and $n$ satisfies the relation at $E$, this set has $2n^2$ elements. The value $n=0$ cannot meet these hypotheses, since it would require $0=-Z^2$.

The Bohr formula and the ranges of the quantum numbers are put in as definitions; they are not derived from the Schrödinger equation. The theorem counts labels, and no wavefunctions appear. It also accepts negative $Z$, because only $Z^2$ enters, although a repulsive centre binds no electron. Fine structure and electron–electron repulsion are absent. In a many-electron atom the shell still has $2n^2$ spin-orbital labels, but their energies generally depend on $l$ as well.

## How the lemmas follow the count

`card_subshell` identifies the orbitals of fixed $l$ with the integer interval from $-l$ to $l$. The map $m\mapsto(l,m)$ is injective, so the interval and the subshell have the same size. `card_fixed_m` does the same with $l$ running from $|m|$ up to, but not including, $n$. It states the result as an addition, count plus $|m|$ equals $n$, which avoids subtraction of natural numbers.

`card_shell_eq_sum` groups the shell by $l$ and adds the subshell sizes. `card_shell` carries out the induction, with `ring` checking $k^2+2k+1=(k+1)^2$. `card_spinShell` multiplies by the two elements of `Bool`.

`principal_number_unique` follows the energy argument: it shows $E\ne0$, cancels $E$, and compares the squares of two non-negative numbers. `energyLevel_degeneracy` uses it to show that the level equals `{n} ×ˢ spinShell n`, whose size is already known.

## Zero charge and energies off the spectrum

The condition $Z\ne0$ is needed. With $Z=0$ and $E=0$ the relation reads $0=0$ for every $n$, so `energyLevel 0 0` contains all shells and is infinite. Lean's `ncard` assigns $0$ to an infinite set, and the claimed equality already fails at $n=1$, where it would read $0=2$.

The energy must also belong to the stated $n$. For $Z=1$ and $E=1$ no principal number satisfies the relation, because the left side is never negative. The level is empty, whereas the formula at $n=1$ would give two states.
